# In a Product of Two Slater Determinants of Orthonormal Orbitals, Opposite-Spin Repulsion Has No Exchange Term

Spin-up and spin-down electrons are given separate coordinate lists here, instead of one list of positions with spin labels. The \(N\) up electrons sit at \(x_i\) and the \(M\) down electrons at \(y_k\), all in a finite set \(X\). With up orbitals \(\varphi_j\) and down orbitals \(\chi_l\), the state is

\[
\Psi(x,y)=\frac{D_\varphi(x)\,D_\chi(y)}{\sqrt{N!\,M!}},\qquad D_\varphi(x)=\det\bigl(\varphi_j(x_i)\bigr),
\]

and \(D_\chi\) is defined likewise. If each family is orthonormal, then for a real function \(V\)

\[
\Bigl\langle \sum_{i,k}V(x_i,y_k)\Bigr\rangle_\Psi=\sum_{j,l}\sum_{a,b}|\varphi_j(a)|^2\,V(a,b)\,|\chi_l(b)|^2 .
\]

This is the opposite-spin part of the interaction energy in unrestricted Hartree–Fock, for electrons on a finite set of sites, an interaction that is a function of the two positions, and a single determinant per spin.

## Finitely many positions

The set \(X\) can be read as lattice sites. Inner products are plain sums over \(X\), with no quadrature weights. Finiteness lets every sum be reordered and lets a sum over configurations factorize into one-particle sums. In the continuum these steps become statements about integrals and need integrability conditions.

In Lean 4 with Mathlib:

```lean
import Mathlib

open ComplexConjugate

namespace OppositeSpinSlaterCondon

noncomputable section

variable {X : Type*} [Fintype X] {N M : ℕ}
```

## Orthonormality within each spin

`OrthonormalOrbitals φ` says that \(\sum_a \overline{\varphi_j(a)}\,\varphi_l(a)=\delta_{jl}\). It is assumed once for \(\varphi\) and once for \(\chi\). Nothing relates the two families: an up orbital may equal a down orbital, as in a closed shell, or overlap it partially.

```lean
/-- The orbitals `φ j` are orthonormal on the finite one-particle space `X`. -/
def OrthonormalOrbitals (φ : Fin N → X → ℂ) : Prop :=
  ∀ j l, ∑ a, conj (φ j a) * φ l a = if j = l then 1 else 0
```

Without orthogonality the formula can fail, even if \(\Psi\) is renormalized. On two sites take \(N=2\), \(M=1\), \(V(a,b)=\delta_{ab}\), and the normalized orbitals \(\varphi_0=\chi_0=(1,0)\), \(\varphi_1=(3/5,4/5)\). The determinant \(D_\varphi\) is nonzero only when the up electrons occupy both sites, so the down electron meets exactly one of them and the renormalized expectation is 1. The sum of direct terms is \(1+9/25=34/25\).

## One determinant for each spin

The function `slater` is the unnormalized determinant, with electrons as rows and orbitals as columns. `twoSpinState` is \(\Psi\).

```lean
/-- The unnormalized Slater determinant `det (φ_j (x_i))`. -/
def slater (φ : Fin N → X → ℂ) (x : Fin N → X) : ℂ :=
  (Matrix.of fun i j => φ j (x i)).det

/-- The product of a spin-up and a spin-down determinant, divided by `√(N! M!)`. -/
def twoSpinState (φ : Fin N → X → ℂ) (χ : Fin M → X → ℂ)
    (x : Fin N → X) (y : Fin M → X) : ℂ :=
  slater φ x * slater χ y / (Real.sqrt ((N.factorial : ℝ) * (M.factorial : ℝ)) : ℝ)
```

The state is antisymmetric under exchange of two up electrons or of two down electrons, and no permutation mixes \(x\) with \(y\). Each term \(V(x_i,y_k)\) therefore touches only one coordinate of each determinant. For a same-spin pair, both coordinates would lie in one determinant, permutations differing by a swap of those two electrons would survive, and they would produce exchange.

A single determinant of all \(N+M\) spin-orbitals gives the same opposite-spin energy, though that equivalence is a standard argument and not among the theorems below.

## A real interaction with no symmetry required

`coulomb V u v` is the direct matrix element \(\langle uv,V\,uv\rangle\). Despite its name, \(V\) is any real function of two positions; \(V(a,b)=V(b,a)\) is not assumed, because the first argument always belongs to an up electron. `spinDensity` is \(\rho_\varphi(a)=\sum_j|\varphi_j(a)|^2\).

```lean
/-- The direct matrix element `⟨u v, V u v⟩` of the interaction `V`. -/
def coulomb (V : X → X → ℝ) (u v : X → ℂ) : ℂ :=
  ∑ a, ∑ b, conj (u a * v b) * ((V a b : ℂ) * (u a * v b))

/-- The sum `∑_j |φ_j(a)|²` of the orbital densities at the position `a`. -/
def spinDensity (φ : Fin N → X → ℂ) (a : X) : ℝ := ∑ j, ‖φ j a‖ ^ 2
```

Reality of \(V\) makes the interaction Hermitian and its expectation real. The cancellation of permutations does not depend on it; a complex \(V\) would in general give a complex value.

## Orthonormality removes unequal permutations

Expand the determinant as \(D_\varphi(x)=\sum_\sigma \operatorname{sgn}\sigma\prod_k\varphi_{\sigma(k)}(x_k)\). For a function \(f\) of one position, summing over configurations electron by electron gives

\[
\sum_x|D_\varphi(x)|^2f(x_i)=\sum_{\sigma,\tau}\operatorname{sgn}\sigma\,\operatorname{sgn}\tau
\Bigl(\sum_a\overline{\varphi_{\sigma(i)}(a)}\,\varphi_{\tau(i)}(a)f(a)\Bigr)\prod_{k\ne i}\delta_{\sigma(k)\tau(k)} .
\]

Suppose \(\sigma\ne\tau\). If they agreed at every \(k\ne i\), only one value would be left for both at \(i\), and they would be equal. So they differ at some \(k\ne i\), and that factor is zero. `perms_differ_away` proves this by contradiction, using the injectivity of \(\sigma\).

```lean
/-- Two different one-to-one assignments of `N` electrons to `N` orbitals differ for some electron
other than any given electron `i`. -/
theorem perms_differ_away {σ τ : Equiv.Perm (Fin N)} (h : σ ≠ τ) (i : Fin N) :
    ∃ k, k ≠ i ∧ σ k ≠ τ k := by
  by_contra hc
  have hc' : ∀ k, k ≠ i → σ k = τ k := fun k hk => by
    by_contra hne
    exact hc ⟨k, hk, hne⟩
  apply h
  ext1 k
  by_cases hk : k = i
  · have hm : τ (τ.symm (σ k)) = σ k := τ.apply_symm_apply _
    by_cases hmk : τ.symm (σ k) = k
    · rw [hmk] at hm
      exact hm.symm
    · have h2 := hc' (τ.symm (σ k)) (fun h3 => hmk (h3.trans hk.symm))
      exact absurd (σ.injective (h2.trans hm)) hmk
  · exact hc' k hk
```

The factorization is `slater_weighted_sum`, stated for a general product weight \(\prod_k g_k(x_k)\). Its proof transposes the matrix so that the permutation acts on orbital labels, multiplies out the two expansions, and applies `Finset.prod_univ_sum` to exchange the sum over configurations with the product over electrons.

```lean
/-- With a product weight, the sum of `|det|²` over all configurations is a signed double sum
over permutations of products of one-particle integrals. -/
theorem slater_weighted_sum (φ : Fin N → X → ℂ) (g : Fin N → X → ℂ) :
    ∑ x : Fin N → X, conj (slater φ x) * slater φ x * ∏ k, g k (x k) =
      ∑ σ : Equiv.Perm (Fin N), ∑ τ : Equiv.Perm (Fin N),
        ((Equiv.Perm.sign σ : ℤ) : ℂ) * ((Equiv.Perm.sign τ : ℤ) : ℂ) *
          ∏ k, ∑ a, conj (φ (σ k) a) * φ (τ k) a * g k a := by
  have hdet : ∀ x : Fin N → X, slater φ x =
      ∑ σ : Equiv.Perm (Fin N), ((Equiv.Perm.sign σ : ℤ) : ℂ) * ∏ i, φ (σ i) (x i) := by
    intro x
    unfold slater
    rw [← Matrix.det_transpose, Matrix.det_apply']
    rfl
  have h : ∀ x : Fin N → X, conj (slater φ x) * slater φ x * ∏ k, g k (x k) =
      ∑ σ : Equiv.Perm (Fin N), ∑ τ : Equiv.Perm (Fin N),
        ((Equiv.Perm.sign σ : ℤ) : ℂ) * ((Equiv.Perm.sign τ : ℤ) : ℂ) *
          ∏ k, (conj (φ (σ k) (x k)) * φ (τ k) (x k) * g k (x k)) := by
    intro x
    rw [hdet, map_sum, Finset.sum_mul_sum, Finset.sum_mul]
    refine Finset.sum_congr rfl fun σ _ => ?_
    rw [Finset.sum_mul]
    refine Finset.sum_congr rfl fun τ _ => ?_
    simp only [map_mul, map_prod, map_intCast, Finset.prod_mul_distrib]
    ring
  simp only [h]
  -- the sum over configurations factorizes electron by electron
  rw [Finset.sum_comm]
  refine Finset.sum_congr rfl fun σ _ => ?_
  rw [Finset.sum_comm]
  refine Finset.sum_congr rfl fun τ _ => ?_
  rw [← Finset.mul_sum, Finset.prod_univ_sum, Fintype.piFinset_univ]
```

Only \(\sigma=\tau\) remains. The signs square to one, the other electrons contribute norms equal to one, and electron \(i\) contributes \(\sum_a|\varphi_{\sigma(i)}(a)|^2f(a)\). Summing over \(i\) runs through every orbital once for each of the \(N!\) permutations:

\[
\sum_x|D_\varphi(x)|^2\sum_i f(x_i)=N!\sum_j\sum_a|\varphi_j(a)|^2f(a).
\]

In `slater_one_body`, the step `key` chooses the weight \(f\) at electron \(i\) and 1 elsewhere, and `Finset.sum_eq_single σ` isolates the diagonal term. The closing `calc` sums over \(i\) and relabels orbitals with `Equiv.sum_comp`.

```lean
/-- Diagonal one-body Slater-Condon rule for a function of position: in a determinant of orthonormal
orbitals, `∑_i f(x_i)` gives `N!` times the sum of the orbital expectations of `f`. -/
theorem slater_one_body {φ : Fin N → X → ℂ} (hφ : OrthonormalOrbitals φ) (f : X → ℂ) :
    ∑ x : Fin N → X, conj (slater φ x) * slater φ x * ∑ i, f (x i) =
      (N.factorial : ℂ) * ∑ j, ∑ a, conj (φ j a) * φ j a * f a := by
  have key : ∀ i, ∑ x : Fin N → X, conj (slater φ x) * slater φ x * f (x i) =
      ∑ σ : Equiv.Perm (Fin N), ∑ a, conj (φ (σ i) a) * φ (σ i) a * f a := by
    intro i
    have hw := slater_weighted_sum φ (fun k a => if k = i then f a else 1)
    have hp : ∀ x : Fin N → X, ∏ k, (if k = i then f (x k) else 1) = f (x i) := by
      intro x
      simp
    simp only [hp] at hw
    rw [hw]
    refine Finset.sum_congr rfl fun σ _ => ?_
    rw [Finset.sum_eq_single σ]
    · have hs : ((Equiv.Perm.sign σ : ℤ) : ℂ) * ((Equiv.Perm.sign σ : ℤ) : ℂ) = 1 := by
        rcases Int.units_eq_one_or (Equiv.Perm.sign σ) with h | h <;> simp [h]
      rw [hs, one_mul, Finset.prod_eq_single i]
      · simp
      · intro k _ hk
        simp only [if_neg hk, mul_one]
        exact (hφ _ _).trans (if_pos rfl)
      · intro hi
        exact absurd (Finset.mem_univ i) hi
    · -- a spectator electron in two different orbitals kills the term
      intro τ _ hτ
      obtain ⟨k, hki, hk⟩ := perms_differ_away hτ.symm i
      apply mul_eq_zero_of_right
      apply Finset.prod_eq_zero (Finset.mem_univ k)
      simp only [if_neg hki, mul_one]
      exact (hφ _ _).trans (if_neg hk)
    · intro hσ
      exact absurd (Finset.mem_univ σ) hσ
  calc _ = ∑ i, ∑ x : Fin N → X, conj (slater φ x) * slater φ x * f (x i) := by
        simp only [Finset.mul_sum]
        exact Finset.sum_comm
    _ = ∑ i, ∑ σ : Equiv.Perm (Fin N), ∑ a, conj (φ (σ i) a) * φ (σ i) a * f a :=
        Finset.sum_congr rfl fun i _ => key i
    _ = ∑ σ : Equiv.Perm (Fin N), ∑ i, ∑ a, conj (φ (σ i) a) * φ (σ i) a * f a :=
        Finset.sum_comm
    _ = ∑ _σ : Equiv.Perm (Fin N), ∑ j, ∑ a, conj (φ j a) * φ j a * f a :=
        Finset.sum_congr rfl fun σ _ =>
          Equiv.sum_comp σ (fun j => ∑ a, conj (φ j a) * φ j a * f a)
    _ = _ := by
        rw [Finset.sum_const, Finset.card_univ, Fintype.card_perm, Fintype.card_fin,
          nsmul_eq_mul]
```

## Separate determinants let the spins be summed in turn

The weight \(|\Psi|^2\) is \(|D_\varphi|^2|D_\chi|^2/(N!\,M!)\).

```lean
omit [Fintype X] in
/-- The squared modulus of the two-spin state is the product of the two determinant weights divided
by `N! M!`. -/
theorem twoSpinState_weight (φ : Fin N → X → ℂ) (χ : Fin M → X → ℂ)
    (x : Fin N → X) (y : Fin M → X) :
    conj (twoSpinState φ χ x y) * twoSpinState φ χ x y =
      (conj (slater φ x) * slater φ x) * (conj (slater χ y) * slater χ y) /
        ((N.factorial : ℂ) * (M.factorial : ℂ)) := by
  unfold twoSpinState
  rw [map_div₀, map_mul, Complex.conj_ofReal, div_mul_div_comm, ← Complex.ofReal_mul,
    Real.mul_self_sqrt (by positivity)]
  push_cast
  ring
```

Setting \(f=1\) in the one-body rule gives \(N\sum_x|D_\varphi|^2=N!\,N\), hence \(\sum_x|D_\varphi|^2=N!\) for \(N>0\). For \(N=0\) the empty determinant is 1 and the sum is \(1=0!\). The same holds for \(\chi\), so \(\Psi\) has norm one, and the explicit sum in the main theorem is a true expectation value.

```lean
/-- The two-spin state built from orthonormal orbitals has norm one. -/
theorem twoSpinState_normalized {φ : Fin N → X → ℂ} {χ : Fin M → X → ℂ}
    (hφ : OrthonormalOrbitals φ) (hχ : OrthonormalOrbitals χ) :
    ∑ x, ∑ y, conj (twoSpinState φ χ x y) * twoSpinState φ χ x y = 1 := by
  -- the norm of one determinant follows by counting its electrons
  have norm : ∀ {K : ℕ} {ψ : Fin K → X → ℂ}, OrthonormalOrbitals ψ →
      ∑ x, conj (slater ψ x) * slater ψ x = (K.factorial : ℂ) := by
    intro K ψ hψ
    obtain rfl | hK := Nat.eq_zero_or_pos K
    · simp [slater]
    · have h := slater_one_body hψ (fun _ => 1)
      have h1 : ∀ j, ∑ a, conj (ψ j a) * ψ j a = 1 := fun j => (hψ j j).trans (if_pos rfl)
      simp only [mul_one, h1, Finset.sum_const, Finset.card_univ, Fintype.card_fin,
        nsmul_eq_mul] at h
      rw [← Finset.sum_mul] at h
      exact mul_right_cancel₀ (Nat.cast_ne_zero.mpr hK.ne') h
  simp only [twoSpinState_weight, ← Finset.sum_div]
  rw [← Finset.sum_mul_sum, norm hφ, norm hχ]
  exact div_self (mul_ne_zero (Nat.cast_ne_zero.mpr N.factorial_ne_zero)
    (Nat.cast_ne_zero.mpr M.factorial_ne_zero))
```

Now fix the up positions. Orthonormality of \(\chi\) and the one-body rule give, for each \(a\),

\[
\sum_y|D_\chi(y)|^2\sum_kV(a,y_k)=M!\,v(a),\qquad v(a)=\sum_l\sum_b|\chi_l(b)|^2V(a,b).
\]

What remains is a one-body sum over up electrons. Orthonormality of \(\varphi\) gives

\[
\frac{1}{N!\,M!}\sum_x|D_\varphi(x)|^2\sum_iM!\,v(x_i)=\sum_j\sum_a|\varphi_j(a)|^2v(a),
\]

which is the sum of direct terms. In `opposite_spin_expectation`, the left side is \(\sum_{x,y}\overline{\Psi}\,(W\Psi)\) with \(W=\sum_{i,k}V(x_i,y_k)\). The step `hin` separates the two weights, `hdown` and `hup` are the two uses of the one-body rule, and `hR` identifies the result with `coulomb`.

```lean
/-- Diagonal Slater-Condon rule for opposite spins: in the two-spin state built from orthonormal
orbitals, the expectation of `∑_{i,k} V(x_i, y_k)` is the sum of the direct terms `⟨φ_j χ_l, V φ_j
χ_l⟩`, without exchange terms. -/
theorem opposite_spin_expectation {φ : Fin N → X → ℂ} {χ : Fin M → X → ℂ}
    (hφ : OrthonormalOrbitals φ) (hχ : OrthonormalOrbitals χ) (V : X → X → ℝ) :
    ∑ x, ∑ y, conj (twoSpinState φ χ x y) *
        ((∑ i, ∑ k, (V (x i) (y k) : ℂ)) * twoSpinState φ χ x y) =
      ∑ j, ∑ l, coulomb V (φ j) (χ l) := by
  have hin : ∀ x : Fin N → X, ∑ y, conj (twoSpinState φ χ x y) *
        ((∑ i, ∑ k, (V (x i) (y k) : ℂ)) * twoSpinState φ χ x y) =
      ((N.factorial : ℂ) * (M.factorial : ℂ))⁻¹ * (conj (slater φ x) * slater φ x *
        ∑ i, ∑ y, conj (slater χ y) * slater χ y * ∑ k, (V (x i) (y k) : ℂ)) := by
    intro x
    have e : ∑ i, ∑ y, conj (slater χ y) * slater χ y * ∑ k, (V (x i) (y k) : ℂ) =
        ∑ y, conj (slater χ y) * slater χ y * ∑ i, ∑ k, (V (x i) (y k) : ℂ) :=
      Finset.sum_comm.trans (Finset.sum_congr rfl fun y _ => (Finset.mul_sum _ _ _).symm)
    rw [e, Finset.mul_sum, Finset.mul_sum]
    refine Finset.sum_congr rfl fun y _ => ?_
    linear_combination (∑ i, ∑ k, (V (x i) (y k) : ℂ)) * twoSpinState_weight φ χ x y
  -- first the spin-down electrons, at fixed spin-up positions
  have hdown : ∀ a, ∑ y, conj (slater χ y) * slater χ y * ∑ k, (V a (y k) : ℂ) =
      (M.factorial : ℂ) * ∑ l, ∑ b, conj (χ l b) * χ l b * (V a b : ℂ) :=
    fun a => slater_one_body hχ (fun b => (V a b : ℂ))
  -- then the spin-up electrons in the resulting mean field
  have hup : ∑ x : Fin N → X, conj (slater φ x) * slater φ x *
        ∑ i, ((M.factorial : ℂ) * ∑ l, ∑ b, conj (χ l b) * χ l b * (V (x i) b : ℂ)) =
      (N.factorial : ℂ) * ∑ j, ∑ a, conj (φ j a) * φ j a *
        ((M.factorial : ℂ) * ∑ l, ∑ b, conj (χ l b) * χ l b * (V a b : ℂ)) :=
    slater_one_body hφ
      (fun a => (M.factorial : ℂ) * ∑ l, ∑ b, conj (χ l b) * χ l b * (V a b : ℂ))
  have hR : ∑ j, ∑ a, conj (φ j a) * φ j a *
        ((M.factorial : ℂ) * ∑ l, ∑ b, conj (χ l b) * χ l b * (V a b : ℂ)) =
      (M.factorial : ℂ) * ∑ j, ∑ l, coulomb V (φ j) (χ l) := by
    simp only [coulomb, Finset.mul_sum]
    refine Finset.sum_congr rfl fun j _ => ?_
    rw [Finset.sum_comm]
    refine Finset.sum_congr rfl fun l _ => Finset.sum_congr rfl fun a _ =>
      Finset.sum_congr rfl fun b _ => ?_
    rw [map_mul]
    ring
  have hN : (N.factorial : ℂ) ≠ 0 := Nat.cast_ne_zero.mpr N.factorial_ne_zero
  have hM : (M.factorial : ℂ) ≠ 0 := Nat.cast_ne_zero.mpr M.factorial_ne_zero
  simp only [hin, hdown]
  rw [← Finset.mul_sum, hup, hR, ← mul_assoc (N.factorial : ℂ), ← mul_assoc,
    inv_mul_cancel₀ (mul_ne_zero hN hM), one_mul]
```

Moving the orbital sums inside gives \(\sum_{a,b}\rho_\varphi(a)V(a,b)\rho_\chi(b)\), the classical interaction of the two spin densities. In the proof, `swap` reorders the four sums and `Complex.conj_mul'` turns \(\overline{z}z\) into \(|z|^2\). The right side is a real number cast to \(\mathbb{C}\), so the expectation is real.

```lean
/-- In the two-spin state built from orthonormal orbitals, the opposite-spin interaction energy is
the classical interaction energy of the spin-up density with the spin-down density. -/
theorem opposite_spin_density_form {φ : Fin N → X → ℂ} {χ : Fin M → X → ℂ}
    (hφ : OrthonormalOrbitals φ) (hχ : OrthonormalOrbitals χ) (V : X → X → ℝ) :
    ∑ x, ∑ y, conj (twoSpinState φ χ x y) *
        ((∑ i, ∑ k, (V (x i) (y k) : ℂ)) * twoSpinState φ χ x y) =
      ((∑ a, ∑ b, spinDensity φ a * V a b * spinDensity χ b : ℝ) : ℂ) := by
  have swap : ∀ t : Fin N → Fin M → X → X → ℂ,
      ∑ j, ∑ l, ∑ a, ∑ b, t j l a b = ∑ a, ∑ b, ∑ j, ∑ l, t j l a b := by
    intro t
    calc _ = ∑ j, ∑ a, ∑ l, ∑ b, t j l a b :=
          Finset.sum_congr rfl fun j _ => Finset.sum_comm
      _ = ∑ a, ∑ j, ∑ l, ∑ b, t j l a b := Finset.sum_comm
      _ = ∑ a, ∑ j, ∑ b, ∑ l, t j l a b :=
          Finset.sum_congr rfl fun a _ => Finset.sum_congr rfl fun j _ => Finset.sum_comm
      _ = _ := Finset.sum_congr rfl fun a _ => Finset.sum_comm
  rw [opposite_spin_expectation hφ hχ V]
  simp only [coulomb]
  rw [swap]
  simp only [spinDensity, Complex.ofReal_sum, Complex.ofReal_mul, Complex.ofReal_pow]
  refine Finset.sum_congr rfl fun a _ => Finset.sum_congr rfl fun b _ => ?_
  rw [Finset.sum_mul, Finset.sum_mul]
  refine Finset.sum_congr rfl fun j _ => ?_
  rw [Finset.mul_sum]
  refine Finset.sum_congr rfl fun l _ => ?_
  rw [map_mul]
  linear_combination ((V a b : ℂ) * conj (χ l b) * χ l b) * Complex.conj_mul' (φ j a) +
    ((‖φ j a‖ : ℂ) ^ 2 * (V a b : ℂ)) * Complex.conj_mul' (χ l b)
```

## Two up electrons and one down electron on two sites

Let \(\varphi_0=(3/5,\,4i/5)\), \(\varphi_1=(4i/5,\,3/5)\), \(\chi_0=\varphi_0\), and let \(V(a,b)=U\delta_{ab}\) be an on-site repulsion. The direct terms are

\[
\langle\varphi_0\chi_0,V\varphi_0\chi_0\rangle=\frac{81+256}{625}U=\frac{337}{625}U,\qquad
\langle\varphi_1\chi_0,V\varphi_1\chi_0\rangle=\frac{144+144}{625}U=\frac{288}{625}U,
\]

with sum \(U\). The state agrees. At \(x=(0,1)\) the up determinant is \(9/25+16/25=1\), at \(x=(1,0)\) it is \(-1\), and it vanishes when both up electrons share a site. The up electrons thus always occupy both sites, and the down electron meets exactly one of them.

The last theorem confirms that \(\varphi_0,\varphi_1\) are orthonormal by checking the four inner products.

```lean
/-- The orbitals `(3/5, 4i/5)` and `(4i/5, 3/5)` on two sites are orthonormal. -/
theorem orthonormalOrbitals_witness :
    OrthonormalOrbitals (![![3 / 5, 4 / 5 * Complex.I], ![4 / 5 * Complex.I, 3 / 5]] :
      Fin 2 → Fin 2 → ℂ) := by
  intro j l
  have h3 : conj (3 : ℂ) = 3 := map_ofNat (starRingEnd ℂ) 3
  have h4 : conj (4 : ℂ) = 4 := map_ofNat (starRingEnd ℂ) 4
  have h5 : conj (5 : ℂ) = 5 := map_ofNat (starRingEnd ℂ) 5
  fin_cases j <;> fin_cases l <;>
    simp [Fin.sum_univ_two, Complex.ext_iff, h3, h4, h5] <;> norm_num

end

end OppositeSpinSlaterCondon
```

```lean
#print axioms OppositeSpinSlaterCondon.twoSpinState_normalized
#print axioms OppositeSpinSlaterCondon.opposite_spin_expectation
#print axioms OppositeSpinSlaterCondon.opposite_spin_density_form
```

```
'OppositeSpinSlaterCondon.twoSpinState_normalized' depends on axioms: [propext, Classical.choice, Quot.sound]
'OppositeSpinSlaterCondon.opposite_spin_expectation' depends on axioms: [propext, Classical.choice, Quot.sound]
'OppositeSpinSlaterCondon.opposite_spin_density_form' depends on axioms: [propext, Classical.choice, Quot.sound]
```
